# Atoms, neighbour pairs and mean coordination of the ideal fcc cuboctahedron

To estimate the size of a metal nanoparticle from EXAFS, one can compare the fitted first-shell coordination number with the mean coordination of a model cluster. For ideal, unrelaxed fcc cuboctahedra with complete shells, the comparison curve is an exact rational function of the shell number $n$, derived below. Disorder, relaxation and a spread of particle sizes are not in the model.

## The cluster as a finite set

```lean
import Mathlib

open Finset

noncomputable section

namespace CuboctahedralCluster
```

The file loads Mathlib and opens the namespace of finite sets, `Finset`.

```lean
/-- A site, in units of half the cubic lattice constant. -/
abbrev Site := ℤ × ℤ × ℤ
```

A site is an integer triple $(x,y,z)$, in units of half the cubic lattice constant.

```lean
/-- The cuboctahedron of shell number `n`: triples with even sum, entries at most `n` in
absolute value, and absolute values adding up to at most `2n`. -/
def cluster (n : ℕ) : Finset Site :=
  (Icc (-(n : ℤ)) n ×ˢ Icc (-(n : ℤ)) n ×ˢ Icc (-(n : ℤ)) n).filter fun p =>
    Even (p.1 + p.2.1 + p.2.2) ∧ |p.1| + |p.2.1| + |p.2.2| ≤ 2 * n
```

The cluster contains the triples with $x+y+z$ even, $|x|,|y|,|z|\le n$ and $|x|+|y|+|z|\le 2n$. The parity condition selects the fcc lattice. For $n=0$ there is a single atom.

```lean
/-- Squared distance between two sites. -/
def distSq (p q : Site) : ℤ :=
  (q.1 - p.1) ^ 2 + (q.2.1 - p.2.1) ^ 2 + (q.2.2 - p.2.2) ^ 2
```

This is the squared distance, kept as an integer to avoid square roots.

```lean
/-- Ordered pairs of atoms of the cluster at squared distance 2. -/
def neighbourPairs (n : ℕ) : Finset (Site × Site) :=
  (cluster n ×ˢ cluster n).filter fun q => distSq q.1 q.2 = 2
```

Nearest neighbours have squared distance 2. Pairs are ordered, so each bond counts twice.

```lean
/-- Mean coordination number: ordered neighbour pairs per atom. -/
def meanCoordination (n : ℕ) : ℚ := (neighbourPairs n).card / (cluster n).card
```

Mean coordination is ordered pairs divided by atoms, an exact fraction in `ℚ`.

```lean
/-- Atoms of the cluster whose translate by `d` is also in the cluster. -/
def linked (n : ℕ) (d : Site) : Finset Site := (cluster n).filter fun p => p + d ∈ cluster n
```

`linked n d` collects the atoms $p$ for which $p+d$ is also an atom: one atom for each contact in direction $d$.

```lean
/-- The difference vectors of squared length 2. -/
def contacts : Finset Site :=
  (Icc (-1 : ℤ) 1 ×ˢ Icc (-1 : ℤ) 1 ×ˢ Icc (-1 : ℤ) 1).filter fun d =>
    d.1 ^ 2 + d.2.1 ^ 2 + d.2.2 ^ 2 = 2
```

These are the contact vectors, such as $(0,1,1)$.

## Counting along close-packed rows

```lean
/-- For `-n ≤ a ≤ n`, the labels `b` of the close-packed rows in the layer labelled `a`. -/
def layer (n : ℕ) (a : ℤ) : Finset ℤ := Ico (-(n : ℤ) + max (-a) 0) (n + 1 - max a 0)
```

Write a site as $(a+b,\,a+c,\,b+c)$. The label $a$ runs from $-n$ to $n$. `Ico` is a half-open interval, so for fixed $a$ the label $b$ runs from $-n+\max(-a,0)$ to $n-\max(a,0)$.

```lean
/-- Positions along the row `(a, b)`, with the last `e` positions removed. -/
def row (n : ℕ) (e a b : ℤ) : Finset ℤ :=
  Ico (-(n : ℤ) + max (-a) 0 + max (-b) 0) (n + 1 - e - max a 0 - max b 0)
```

For fixed $a,b$, raising $c$ by one moves the site by $(0,1,1)$. With $e=0$ the row lists atoms; with $e=1$ it omits the last one and lists contacts. Its length is $2n+1-e-|a|-|b|$.

```lean
/-- A triple is in the cluster exactly when its sum is even, its entries lie between `-n` and `n`,
and the four combinations `x ± y ± z` lie between `-2n` and `2n`. -/
theorem mem_cluster (n : ℕ) (x y z : ℤ) : ((x, y, z) : Site) ∈ cluster n ↔
    (-(n : ℤ) ≤ x ∧ x ≤ n) ∧ (-(n : ℤ) ≤ y ∧ y ≤ n) ∧ (-(n : ℤ) ≤ z ∧ z ≤ n) ∧
    (x + y + z) % 2 = 0 ∧ (-(2 * n : ℤ) ≤ x + y + z ∧ x + y + z ≤ 2 * n) ∧
    (-(2 * n : ℤ) ≤ x + y - z ∧ x + y - z ≤ 2 * n) ∧
    (-(2 * n : ℤ) ≤ x - y + z ∧ x - y + z ≤ 2 * n) ∧
    (-(2 * n : ℤ) ≤ x - y - z ∧ x - y - z ≤ 2 * n) := by
  simp only [cluster, mem_filter, mem_product, mem_Icc, Int.even_iff, Int.abs_eq_natAbs]
  constructor
  · intro h
    and_intros <;> omega
  · intro h
    and_intros <;> omega
```

Membership is restated without absolute values, as parity and linear inequalities, a form that suits `omega`, a tactic for linear integer arithmetic. For $(x,y,z)=(a+b,\,a+c,\,b+c)$ the inequalities say that $a$, $b$, $c$, $a+b$, $a+c$, $b+c$ and $a+b+c$ all lie between $-n$ and $n$. Solving them for $b$ at fixed $a$, and then for $c$ at fixed $a,b$, gives the ranges in `layer` and `row`.

```lean
private theorem sum_telescope (f G : ℤ → ℤ) (c p q : ℤ) (hpq : p ≤ q)
    (h : ∀ k, p ≤ k → k < q → c * f k = G (k + 1) - G k) :
    c * ∑ k ∈ Ico p q, f k = G q - G p := by
  obtain ⟨m, rfl⟩ := Int.le.dest hpq
  induction m with
  | zero => simp
  | succ m ih =>
    have hs : Ico p (p + ((m + 1 : ℕ) : ℤ)) = insert (p + (m : ℤ)) (Ico p (p + (m : ℤ))) := by
      ext k
      simp only [mem_Ico, mem_insert]
      omega
    have hq : p + ((m + 1 : ℕ) : ℤ) = p + m + 1 := by omega
    rw [hs, sum_insert (by simp), mul_add,
      ih (by omega) (fun k h1 h2 => h k h1 (by omega)), h (p + m) (by omega) (by omega), hq]
    ring
```

If $c\,f(k)=G(k+1)-G(k)$, then $c\sum_{k=p}^{q-1}f(k)=G(q)-G(p)$. The proof is by induction on the length of the interval.

```lean
private theorem abs_step (k : ℤ) : |k + 1| * k - |k| * (k - 1) = 2 * |k| := by
  rcases le_or_gt 0 k with h | h
  · rw [abs_of_nonneg h, abs_of_nonneg (by omega : 0 ≤ k + 1)]
    ring
  · rw [abs_of_neg h, abs_of_nonpos (by omega : k + 1 ≤ 0)]
    ring
```

This identity makes $|k|(k-1)$ an antidifference of $2|k|$.

```lean
private theorem layer_sum (n : ℕ) (e a : ℤ) (he : 0 ≤ e) (he' : e ≤ 1)
    (ha : -(n : ℤ) ≤ a) (ha' : a ≤ n) :
    2 * ∑ b ∈ layer n a, ((row n e a b).card : ℤ) =
      2 * (2 * n + 1 - e - |a|) * (2 * n + 1 - |a|)
        - (n - |a| + 1) * (n - |a|) - n * (n + 1) := by
  have tele := sum_telescope (fun b => ((row n e a b).card : ℤ))
    (fun b => 2 * (2 * n + 1 - e - |a|) * b - |b| * (b - 1)) 2
    (-(n : ℤ) + max (-a) 0) (n + 1 - max a 0) (by omega) (by
      intro k h1 h2
      have hc : ((row n e a k).card : ℤ) = 2 * n + 1 - e - |a| - |k| := by
        simp only [row, Int.card_Ico, Int.abs_eq_natAbs]
        omega
      rw [hc]
      linear_combination abs_step k)
  beta_reduce at tele
  rw [layer, tele]
  rcases le_total 0 a with h | h
  · have h1 : max (-a) 0 = 0 := by omega
    have h2 : max a 0 = a := by omega
    rw [h1, h2, abs_of_nonneg h, abs_of_nonneg (by omega : 0 ≤ (n : ℤ) + 1 - a),
      abs_of_nonpos (by omega : -(n : ℤ) + 0 ≤ 0)]
    ring
  · have h1 : max (-a) 0 = -a := by omega
    have h2 : max a 0 = 0 := by omega
    rw [h1, h2, abs_of_nonpos h, abs_of_nonneg (by omega : 0 ≤ (n : ℤ) + 1 - 0),
      abs_of_nonpos (by omega : -(n : ℤ) + -a ≤ 0)]
    ring
```

Since $\sum_b|b|=\tfrac12[n(n+1)+(n-|a|)(n-|a|+1)]$, a layer contributes
$$L(a)=(2n+1-e-|a|)(2n+1-|a|)-\tfrac12\big[n(n+1)+(n-|a|)(n-|a|+1)\big].$$
Lean states twice this, to stay in the integers.

```lean
/-- For `e = 0` the right-hand side is three times the number of atoms, for `e = 1` three times the
number of contacts along `(0,1,1)`. -/
theorem card_linked_row (n : ℕ) (e : ℤ) (he : 0 ≤ e) (he' : e ≤ 1) :
    3 * ((linked n (0, e, e)).card : ℤ) =
      10 * n ^ 3 + 15 * n ^ 2 + 11 * n + 3 - e * (9 * n ^ 2 + 9 * n + 3) := by
  -- sort the sites into close-packed rows
  have h : ((Ico (-(n : ℤ)) (n + 1)).sigma fun a =>
      (layer n a).sigma fun b => row n e a b).card = (linked n (0, e, e)).card := by
    refine Finset.card_bij
      (fun s _ => ((s.1 + s.2.1, s.1 + s.2.2, s.2.1 + s.2.2) : Site)) ?_ ?_ ?_
    · rintro ⟨a, b, c⟩ h
      simp only [mem_sigma, layer, row, mem_Ico] at h
      simp only [linked, mem_filter, Prod.mk_add_mk, mem_cluster]
      and_intros <;> omega
    · rintro ⟨a, b, c⟩ _ ⟨a', b', c'⟩ _ h
      simp only [Prod.mk.injEq] at h
      obtain rfl : a = a' := by omega
      obtain rfl : b = b' := by omega
      obtain rfl : c = c' := by omega
      rfl
    · rintro ⟨x, y, z⟩ h
      simp only [linked, mem_filter, Prod.mk_add_mk, mem_cluster] at h
      obtain ⟨a, b, c, rfl, rfl, rfl⟩ : ∃ a b c, x = a + b ∧ y = a + c ∧ z = b + c :=
        ⟨(x + y - z) / 2, (x + z - y) / 2, (y + z - x) / 2, by omega, by omega, by omega⟩
      refine ⟨⟨a, b, c⟩, ?_, rfl⟩
      simp only [mem_sigma, layer, row, mem_Ico]
      and_intros <;> omega
  -- add up the layers
  have tele := sum_telescope (fun a => ∑ b ∈ layer n a, ((row n e a b).card : ℤ))
    (fun k => 6 * (2 * (2 * n + 1) * (2 * n + 1 - e) - 2 * n * (n + 1)) * k
      + 3 * (2 * e - 3 * (2 * n + 1)) * (|k| * (k - 1)) + k * (k - 1) * (2 * k - 1))
    12 (-(n : ℤ)) (n + 1) (by omega) (by
      intro a h1 h2
      linear_combination 6 * layer_sum n e a he he' h1 (by omega)
        - 3 * (2 * e - 3 * (2 * n + 1)) * abs_step a + 6 * sq_abs a)
  beta_reduce at tele
  rw [abs_of_nonneg (by omega : (0 : ℤ) ≤ n + 1), abs_neg,
    abs_of_nonneg (by omega : (0 : ℤ) ≤ n)] at tele
  rw [← h]
  simp only [card_sigma]
  push_cast
  linarith
```

Put $M=2n+1$. Expanding gives
$$L(a)=M(M-e)-n(n+1)-\left(\tfrac32M-e\right)|a|+\tfrac12a^2.$$
With $\sum_a|a|=n(n+1)$ and $\sum_a a^2=\tfrac13n(n+1)M$ over $-n\le a\le n$,
$$3\sum_a L(a)=3M^3-7Mn(n+1)-e\,[3M^2-3n(n+1)],$$
which is the stated polynomial. Lean reaches it by telescoping.

The device that ties this sum to the cluster is `Finset.card_bij`: two finite sets have equal size if a map between them is a bijection. The three `?_` are its obligations: the map lands in the target, is injective, and is surjective. Surjectivity uses parity, because $a=(x+y-z)/2$ must be an integer.

## Twelve equivalent directions

```lean
/-- If a linear involution `g` preserves the cluster, then `linked n (g d)` and `linked n d` have
equally many elements. -/
theorem card_linked_symm (n : ℕ) (g : Site → Site) (hg : ∀ p, g (g p) = p)
    (hadd : ∀ p q, g (p + q) = g p + g q) (hC : ∀ p, p ∈ cluster n → g p ∈ cluster n)
    (d : Site) : (linked n (g d)).card = (linked n d).card := by
  have key : ∀ e p, p ∈ linked n e → g p ∈ linked n (g e) := by
    intro e p hp
    simp only [linked, mem_filter] at hp ⊢
    exact ⟨hC _ hp.1, by rw [← hadd]; exact hC _ hp.2⟩
  refine Finset.card_bij (fun p _ => g p) ?_ ?_ ?_
  · intro p hp
    have h := key (g d) p hp
    rwa [hg] at h
  · intro p _ q _ h
    have h' : g (g p) = g (g q) := congrArg g h
    rwa [hg, hg] at h'
  · intro p hp
    exact ⟨g p, key d p hp, hg p⟩
```

Let $g$ be an additive map that is its own inverse and preserves the cluster. It carries contacts along $d$ to contacts along $g(d)$, so the two counts agree.

```lean
private theorem card_linked_contact (n : ℕ) (d : Site) (hd : d ∈ contacts) :
    (linked n d).card = (linked n (0, 1, 1)).card := by
  have f1 : ∀ y z : ℤ, (linked n (-1, y, z)).card = (linked n (1, y, z)).card := fun y z =>
    card_linked_symm n (fun p => (-p.1, p.2.1, p.2.2)) (by intro p; simp)
      (by intro p q; ext <;> simp; ring)
      (by rintro ⟨x, y, z⟩ h; simp only [mem_cluster] at h ⊢; and_intros <;> omega) (1, y, z)
  have s12 : ∀ x y z : ℤ, (linked n (y, x, z)).card = (linked n (x, y, z)).card :=
    fun x y z => card_linked_symm n (fun p => (p.2.1, p.1, p.2.2)) (by intro p; simp)
      (by intro p q; ext <;> simp)
      (by rintro ⟨x, y, z⟩ h; simp only [mem_cluster] at h ⊢; and_intros <;> omega) (x, y, z)
  have s13 : ∀ x y z : ℤ, (linked n (z, y, x)).card = (linked n (x, y, z)).card :=
    fun x y z => card_linked_symm n (fun p => (p.2.2, p.2.1, p.1)) (by intro p; simp)
      (by intro p q; ext <;> simp)
      (by rintro ⟨x, y, z⟩ h; simp only [mem_cluster] at h ⊢; and_intros <;> omega) (x, y, z)
  have f2 : ∀ x z : ℤ, (linked n (x, -1, z)).card = (linked n (x, 1, z)).card :=
    fun x z => (s12 (-1) x z).trans ((f1 x z).trans (s12 x 1 z))
  have f3 : ∀ x y : ℤ, (linked n (x, y, -1)).card = (linked n (x, y, 1)).card :=
    fun x y => (s13 (-1) y x).trans ((f1 y x).trans (s13 x y 1))
  have t1 := s12 0 1 1
  have t2 := s13 0 1 1
  obtain ⟨u, v, w⟩ := d
  simp only [contacts, mem_filter, mem_product, mem_Icc] at hd
  obtain ⟨⟨hu, hv, hw⟩, h⟩ := hd
  have hu' : u = -1 ∨ u = 0 ∨ u = 1 := by omega
  have hv' : v = -1 ∨ v = 0 ∨ v = 1 := by omega
  have hw' : w = -1 ∨ w = 0 ∨ w = 1 := by omega
  clear hu hv hw
  rcases hu' with rfl | rfl | rfl <;> rcases hv' with rfl | rfl | rfl <;>
    rcases hw' with rfl | rfl | rfl <;>
    first
      | (simp only [f1, f2, f3, t1, t2]; done)
      | exact absurd h (by norm_num)
```

Reflections and coordinate exchanges are such maps. They connect every contact vector to $(0,1,1)$.

```lean
private theorem mem_contacts (d : Site) :
    d ∈ contacts ↔ d.1 ^ 2 + d.2.1 ^ 2 + d.2.2 ^ 2 = 2 := by
  obtain ⟨u, v, w⟩ := d
  simp only [contacts, mem_filter, mem_product, mem_Icc]
  refine ⟨fun h => h.2, fun h => ⟨?_, h⟩⟩
  and_intros <;> nlinarith [sq_nonneg u, sq_nonneg v, sq_nonneg w]
```

Any integer vector of squared length 2 has entries in $\{-1,0,1\}$, since a larger entry would contribute at least 4. The list of contacts is therefore complete.

```lean
/-- The ordered neighbour pairs are twelve times the contacts along `(0,1,1)`. -/
theorem card_pairs_eq_twelve (n : ℕ) :
    (neighbourPairs n).card = 12 * (linked n (0, 1, 1)).card := by
  have h : (contacts.sigma fun d => linked n d).card = (neighbourPairs n).card := by
    refine Finset.card_bij (fun s _ => (s.2, s.2 + s.1)) ?_ ?_ ?_
    · rintro ⟨d, p⟩ h
      simp only [mem_sigma, linked, mem_filter, mem_contacts] at h
      simp only [neighbourPairs, mem_filter, mem_product]
      have hd : distSq p (p + d) = d.1 ^ 2 + d.2.1 ^ 2 + d.2.2 ^ 2 := by simp [distSq]
      exact ⟨h.2, hd.trans h.1⟩
    · rintro ⟨d, p⟩ _ ⟨d', p'⟩ _ h
      have h1 : p = p' := congrArg Prod.fst h
      have h2 : p + d = p' + d' := congrArg Prod.snd h
      subst h1
      obtain rfl := add_left_cancel h2
      rfl
    · rintro ⟨p, q⟩ h
      simp only [neighbourPairs, mem_filter, mem_product] at h
      have hq : p + (q - p) = q := by abel
      refine ⟨⟨q - p, p⟩, ?_, Prod.ext rfl hq⟩
      refine mem_sigma.2 ⟨(mem_contacts _).2 h.2, mem_filter.2 ⟨h.1.1, ?_⟩⟩
      change p + (q - p) ∈ cluster n
      rw [hq]
      exact h.1.2
  have h12 : contacts.card = 12 := by decide +kernel
  rw [← h, card_sigma, sum_const_nat (fun d hd => card_linked_contact n d hd), h12]
```

An ordered pair $(p,q)$ corresponds to its difference $d=q-p$ and its starting atom $p$. There are twelve differences, each with the same count.

## Results for every shell number

```lean
/-- Three times the number of atoms is `10n³ + 15n² + 11n + 3`. -/
theorem card_cluster (n : ℕ) :
    3 * (cluster n).card = 10 * n ^ 3 + 15 * n ^ 2 + 11 * n + 3 := by
  have h0 : linked n (0, 0, 0) = cluster n := by
    ext ⟨x, y, z⟩
    simp [linked]
  have h := card_linked_row n 0 le_rfl zero_le_one
  rw [h0, zero_mul, sub_zero] at h
  exact_mod_cast h
```

Setting $e=0$ gives $N=(10n^3+15n^2+11n+3)/3$ atoms.

```lean
/-- The number of ordered nearest-neighbour pairs is `8n(5n² + 3n + 1)`. -/
theorem card_neighbourPairs (n : ℕ) :
    (neighbourPairs n).card = 8 * n * (5 * n ^ 2 + 3 * n + 1) := by
  have h := card_linked_row n 1 zero_le_one le_rfl
  have h' : ((neighbourPairs n).card : ℤ) = 8 * n * (5 * n ^ 2 + 3 * n + 1) := by
    rw [card_pairs_eq_twelve]
    push_cast
    linarith
  exact_mod_cast h'
```

Setting $e=1$ gives $(10n^3+6n^2+2n)/3$ contacts in one direction. Twelve times this is $8n(5n^2+3n+1)$.

```lean
/-- Mean coordination number of the cuboctahedron for every shell number `n`. -/
theorem meanCoordination_eq (n : ℕ) : meanCoordination n =
    24 * n * (5 * n ^ 2 + 3 * n + 1) / (10 * n ^ 3 + 15 * n ^ 2 + 11 * n + 3) := by
  have h3 : 3 * ((cluster n).card : ℚ) = 10 * n ^ 3 + 15 * n ^ 2 + 11 * n + 3 := by
    exact_mod_cast card_cluster n
  have hA : ((cluster n).card : ℚ) = (10 * n ^ 3 + 15 * n ^ 2 + 11 * n + 3) / 3 := by linarith
  have hB : ((neighbourPairs n).card : ℚ) = 8 * n * (5 * n ^ 2 + 3 * n + 1) := by
    exact_mod_cast card_neighbourPairs n
  rw [meanCoordination, hA, hB, div_div_eq_mul_div]
  congr 1
  ring
```

Dividing gives
$$\bar z=\frac{24n(5n^2+3n+1)}{10n^3+15n^2+11n+3}.$$

```lean
/-- The ordered pairs fall short of twelve per atom by `12(3n² + 3n + 1)`. -/
theorem surface_deficit (n : ℕ) :
    (neighbourPairs n).card + 12 * (3 * n ^ 2 + 3 * n + 1) = 12 * (cluster n).card := by
  have h := card_cluster n
  rw [card_neighbourPairs]
  linarith
```

In the bulk each atom has twelve neighbours. Here every row has one contact fewer than it has atoms, and there are $3n^2+3n+1$ rows in each direction, so $12(3n^2+3n+1)$ ordered pairs are missing.

```lean
/-- Atoms and ordered neighbour pairs for shell numbers 1, 2 and 3. -/
theorem small_clusters :
    ((cluster 1).card = 13 ∧ (neighbourPairs 1).card = 72) ∧
    ((cluster 2).card = 55 ∧ (neighbourPairs 2).card = 432) ∧
    ((cluster 3).card = 147 ∧ (neighbourPairs 3).card = 1320) := by
  have h1 := card_cluster 1
  have h2 := card_cluster 2
  have h3 := card_cluster 3
  refine ⟨⟨by omega, ?_⟩, ⟨by omega, ?_⟩, ⟨by omega, ?_⟩⟩ <;> norm_num [card_neighbourPairs]

end CuboctahedralCluster
```

For $n=1,2,3$ the mean coordination is $72/13\approx5.54$, $432/55\approx7.85$ and $1320/147\approx8.98$.

```lean
#print axioms CuboctahedralCluster.meanCoordination_eq
#print axioms CuboctahedralCluster.surface_deficit
#print axioms CuboctahedralCluster.small_clusters
```

```
'CuboctahedralCluster.meanCoordination_eq' depends on axioms: [propext, Classical.choice, Quot.sound]
'CuboctahedralCluster.surface_deficit' depends on axioms: [propext, Classical.choice, Quot.sound]
'CuboctahedralCluster.small_clusters' depends on axioms: [propext, Classical.choice, Quot.sound]
```
